# Diagonal kinetic elements of odd-grid psinc functions drop in smaller periodic boxes at fixed grid spacing

A code that works in a periodic box, but takes each entry of its kinetic matrix unchanged from the sinc function of an infinite grid, disagrees with its own FFT. On three grid points of spacing $h$, with each entry taken at the nearest periodic image, the infinite-grid matrix gives the normalised constant function a kinetic energy of $(\pi^2/6-2)/h^2\approx-0.355/h^2$ in atomic units. The correct value is zero. The entries that match the FFT are those of the periodic sinc, or psinc, function of the box in use, and they depend on the box size.

Let the box have an odd number $N=2m+1$ of grid points and length $L=Nh$. The psinc function centred at the origin is

$$D(x)=\frac1N\sum_{k=-m}^{m}e^{iq_kx},\qquad q_k=\frac{2\pi k}{L}.$$

It satisfies

$$-D''(0)=\frac{\pi^2}{3h^2}\left(1-\frac1{N^2}\right),$$

$$-D''(jh)=\frac{2\pi^2}{L^2}\,\frac{(-1)^j\cos(\pi j/N)}{\sin^2(\pi j/N)}$$

where the second formula holds for every integer $j$ not divisible by $N$. At fixed $h$, the diagonal kinetic element $-\tfrac12D''(0)$ therefore increases strictly with $N$, towards $\pi^2/(6h^2)$.

## Kinetic energy in an FFT box

In electronic-structure codes that expand localised orbitals in psinc functions, the kinetic operator can be applied in an FFT box around the orbital, smaller than the simulation cell. The code copies the orbital's grid values into the box, transforms them, multiplies each coefficient by $q_k^2/2$ and transforms back. In one dimension, if the input is 1 at one grid point and 0 elsewhere, the output at distance $jh$ is $-\tfrac12D''(jh)$. These numbers are the kinetic matrix elements between the normalised functions $D/\sqrt h$ centred on the grid points.

For $h=0.5$ bohr, the infinite-grid diagonal is 6.580 hartree. A box of 25 points lowers it by 0.0105 hartree and a box of 75 points by 0.0012 hartree. Two orbitals treated in boxes of different sizes would thus assign different kinetic elements to the same grid function. The energy of a whole orbital need not shift by this amount, because the off-diagonal elements change too. With $N=3$, for example, the diagonal is $4\pi^2/(27h^2)$ and both neighbours are $-2\pi^2/(27h^2)$, so the constant function has zero kinetic energy, as it should.

## Summing the weighted plane waves

Differentiating twice gives

$$-D''(x)=\frac1N\sum_{k=-m}^{m}q_k^2e^{iq_kx}.$$

At $x=jh$ the phase is $q_kjh=2k\varphi$ with $\varphi=\pi j/N$. Multiplying by $L^2$ leaves

$$-L^2D''(jh)=\frac{4\pi^2}{N}S_m(\varphi),\qquad S_m(\varphi)=\sum_{k=-m}^{m}k^2e^{2ik\varphi}.$$

**At the centre**, $j=0$ and the sum of squares is

$$S_m(0)=\frac{m(m+1)(2m+1)}3=\frac{N(N^2-1)}{12}.$$

Hence $-L^2D''(0)=\pi^2(N^2-1)/3$, and division by $L^2=N^2h^2$ gives the first formula.

**Away from the centre**, write $s=\sin\varphi$ and $c=\cos\varphi$. For every $\varphi$,

$$4s^3S_m(\varphi)=\bigl(N^2s^2-1-c^2\bigr)\sin N\varphi+2Nsc\cos N\varphi.$$

This follows by induction on $m$. For $m=0$ the left side is zero, and the right side is $s(s^2-1-c^2)+2sc^2=s(s^2+c^2-1)=0$.

For the step from $m$ to $m+1$, put $M=m+1$ and $\theta=2M\varphi$. The new pair $k=\pm M$ adds $2M^2\cos\theta$ to the sum, so the left side grows by $8M^2s^3\cos\theta$. On the right, $N$ changes from $2M-1$ to $2M+1$, and $N\varphi$ from $\theta-\varphi$ to $\theta+\varphi$. Expand with the addition formulas and subtract the old expression from the new one. The coefficient of $\sin\theta$ is

$$8Ms^2c-8Ms^2c=0,$$

and that of $\cos\theta$ is

$$(8M^2+2)s^3-2s(1+c^2)+4sc^2=8M^2s^3+2s(s^2+c^2-1)=8M^2s^3.$$

The two sides grow equally.

At $\varphi=\pi j/N$ we have $\sin N\varphi=0$ and $\cos N\varphi=(-1)^j$. If $N$ does not divide $j$, then $s\ne0$, and division by $4s^3$ gives

$$S_m(\varphi)=\frac{N(-1)^jc}{2s^2}.$$

Inserting this into $-L^2D''(jh)=(4\pi^2/N)S_m(\varphi)$ yields the second formula.

**For the box size**, half the central formula is $\pi^2(1-1/N^2)/(6h^2)$. Since $1/N^2$ decreases strictly to zero, the diagonal element increases strictly to its infinite-grid value.

## The Lean file

```lean
import Mathlib

open Complex Filter Topology
open scoped Real

namespace PsincKinetic

noncomputable section

/-- The wave number `2πk/L` of the `k`-th plane wave in a periodic box of length
`L = (2m+1)h`, for grid spacing `h ≠ 0`. -/
def waveNumber (m : ℕ) (h : ℝ) (k : ℤ) : ℝ := 2 * π * k / ((2 * m + 1) * h)

/-- The psinc function centred at the origin: the normalised sum of the `2m+1` plane waves
with `|k| ≤ m` in a periodic box with `2m+1` grid points of spacing `h ≠ 0`. -/
def psinc (m : ℕ) (h x : ℝ) : ℂ :=
  1 / (2 * m + 1) * ∑ k ∈ Finset.Icc (-(m : ℤ)) m, exp (I * waveNumber m h k * x)

/-- The diagonal kinetic element in atomic units: the real part of `-D''/2` at the centre of
the psinc function `D`, for grid spacing `h ≠ 0`. -/
def kineticDiag (m : ℕ) (h : ℝ) : ℝ := -(1 / 2) * (deriv (deriv (psinc m h)) 0).re

/-- A finite sum of exponentials is differentiated term by term. -/
theorem hasDerivAt_waves (s : Finset ℤ) (c a : ℤ → ℂ) (x : ℝ) :
    HasDerivAt (fun y : ℝ => ∑ k ∈ s, c k * exp (a k * y))
      (∑ k ∈ s, c k * a k * exp (a k * x)) x := by
  refine HasDerivAt.fun_sum fun k _ => ?_
  have h1 : HasDerivAt (fun y : ℝ => (y : ℂ)) 1 x := by
    simpa using (hasDerivAt_id x).ofReal_comp
  exact ((h1.const_mul (a k)).cexp.const_mul (c k)).congr_deriv (by ring)

/-- The second derivative of the psinc function weights each plane wave by minus its squared
wave number. -/
theorem deriv2_psinc (m : ℕ) (h x : ℝ) :
    deriv (deriv (psinc m h)) x = -(1 / (2 * m + 1) * ∑ k ∈ Finset.Icc (-(m : ℤ)) m,
      (waveNumber m h k : ℂ) ^ 2 * exp (I * waveNumber m h k * x)) := by
  have e : psinc m h = fun y : ℝ => ∑ k ∈ Finset.Icc (-(m : ℤ)) m,
      (1 / (2 * m + 1) : ℂ) * exp (I * waveNumber m h k * y) := by
    funext y
    simp only [psinc, Finset.mul_sum]
  have d1 : deriv (psinc m h) = fun y : ℝ => ∑ k ∈ Finset.Icc (-(m : ℤ)) m,
      (1 / (2 * m + 1) : ℂ) * (I * waveNumber m h k) * exp (I * waveNumber m h k * y) := by
    rw [e]
    funext y
    exact (hasDerivAt_waves _ (fun _ => 1 / (2 * m + 1))
      (fun k => I * waveNumber m h k) y).deriv
  rw [d1]
  refine (hasDerivAt_waves _ (fun k => 1 / (2 * m + 1) * (I * waveNumber m h k))
    (fun k => I * waveNumber m h k) x).deriv.trans ?_
  rw [Finset.mul_sum, ← Finset.sum_neg_distrib]
  refine Finset.sum_congr rfl fun k _ => ?_
  linear_combination (1 / (2 * (m : ℂ) + 1) * (waveNumber m h k : ℂ) ^ 2 *
    exp (I * waveNumber m h k * x)) * I_sq

/-- The sum of a function over the integers `|k| ≤ m+1` is its sum over `|k| ≤ m` plus the two terms
at `±(m+1)`. -/
theorem sum_shell (m : ℕ) (f : ℤ → ℂ) :
    ∑ k ∈ Finset.Icc (-((m + 1 : ℕ) : ℤ)) ((m + 1 : ℕ) : ℤ), f k =
      ∑ k ∈ Finset.Icc (-(m : ℤ)) m, f k + (f ((m : ℤ) + 1) + f (-((m : ℤ) + 1))) := by
  have e : Finset.Icc (-((m + 1 : ℕ) : ℤ)) ((m + 1 : ℕ) : ℤ) =
      insert ((m : ℤ) + 1) (insert (-((m : ℤ) + 1)) (Finset.Icc (-(m : ℤ)) m)) := by
    ext k
    simp only [Finset.mem_insert, Finset.mem_Icc]
    omega
  have h1 : (m : ℤ) + 1 ∉
      (insert (-((m : ℤ) + 1)) (Finset.Icc (-(m : ℤ)) m) : Finset ℤ) := by
    simp only [Finset.mem_insert, Finset.mem_Icc]
    omega
  have h2 : -((m : ℤ) + 1) ∉ Finset.Icc (-(m : ℤ)) m := by
    simp only [Finset.mem_Icc]
    omega
  rw [e, Finset.sum_insert h1, Finset.sum_insert h2]
  ring

/-- Closed form of the plane-wave sum weighted by `k²`, at any angle `φ`. -/
theorem sum_sq_exp (m : ℕ) (φ : ℂ) :
    4 * sin φ ^ 3 * ∑ k ∈ Finset.Icc (-(m : ℤ)) m, (k : ℂ) ^ 2 * exp (I * (2 * k * φ)) =
      ((2 * m + 1) ^ 2 * sin φ ^ 2 - (1 + cos φ ^ 2)) * sin ((2 * m + 1) * φ)
        + 2 * (2 * m + 1) * sin φ * cos φ * cos ((2 * m + 1) * φ) := by
  induction m with
  | zero =>
    have e : Finset.Icc (-((0 : ℕ) : ℤ)) ((0 : ℕ) : ℤ) = {0} := by simp
    have a : (2 * ((0 : ℕ) : ℂ) + 1) * φ = φ := by simp
    rw [e, Finset.sum_singleton, a]
    push_cast
    linear_combination (-sin φ) * sin_sq_add_cos_sq φ
  | succ n ih =>
    -- the two new plane waves combine into a cosine
    have p : exp (I * (2 * ((n : ℂ) + 1) * φ)) + exp (I * (2 * (-((n : ℂ) + 1)) * φ)) =
        2 * cos (2 * ((n : ℂ) + 1) * φ) := by
      rw [show I * (2 * ((n : ℂ) + 1) * φ) = (2 * ((n : ℂ) + 1) * φ) * I by ring,
        show I * (2 * (-((n : ℂ) + 1)) * φ) = (-(2 * ((n : ℂ) + 1) * φ)) * I by ring,
        exp_mul_I, exp_mul_I, cos_neg, sin_neg]
      ring
    have sp : (2 * ((n + 1 : ℕ) : ℂ) + 1) * φ = 2 * ((n : ℂ) + 1) * φ + φ := by
      push_cast
      ring
    have sm : (2 * (n : ℂ) + 1) * φ = 2 * ((n : ℂ) + 1) * φ - φ := by ring
    rw [sm, sin_sub, cos_sub] at ih
    rw [sum_shell, sp, sin_add, cos_add]
    push_cast
    linear_combination ih + 4 * sin φ ^ 3 * ((n : ℂ) + 1) ^ 2 * p
      - 2 * sin φ * cos (2 * ((n : ℂ) + 1) * φ) * sin_sq_add_cos_sq φ

/-- At a grid point `jh`, with `h ≠ 0`, the second derivative of the psinc function is a
sum over plane waves that depends on `j` and the number of grid points only, up to `1/L²`. -/
theorem deriv2_grid (m : ℕ) {h : ℝ} (hh : h ≠ 0) (j : ℤ) :
    ((2 * m + 1) * h : ℂ) ^ 2 * -(deriv (deriv (psinc m h)) (j * h)) =
      4 * π ^ 2 / (2 * m + 1) * ∑ k ∈ Finset.Icc (-(m : ℤ)) m,
        (k : ℂ) ^ 2 * exp (I * (2 * k * (π * j / (2 * m + 1)))) := by
  have hN : (2 * (m : ℂ) + 1) ≠ 0 := by exact_mod_cast Nat.succ_ne_zero (2 * m)
  have hc : (h : ℂ) ≠ 0 := ofReal_ne_zero.mpr hh
  rw [deriv2_psinc, neg_neg, Finset.mul_sum, Finset.mul_sum, Finset.mul_sum]
  refine Finset.sum_congr rfl fun k _ => ?_
  have w : (waveNumber m h k : ℂ) = 2 * π * k / ((2 * m + 1) * h) := by
    simp [waveNumber]
  have w' : (2 * (m : ℂ) + 1) * h * waveNumber m h k = 2 * π * k := by
    rw [w]
    field_simp
  have e : I * (waveNumber m h k : ℂ) * ((j * h : ℝ) : ℂ) =
      I * (2 * k * (π * j / (2 * m + 1))) := by
    rw [w]
    push_cast
    field_simp
  rw [e]
  linear_combination (exp (I * (2 * k * (π * j / (2 * m + 1)))) / (2 * (m : ℂ) + 1)) *
    ((2 * (m : ℂ) + 1) * h * waveNumber m h k + 2 * π * k) * w'

/-- With `N = 2m+1` grid points of spacing `h ≠ 0`, the psinc function satisfies
`-h² D''(0) = (π²/3)(1 - 1/N²)`. -/
theorem psinc_deriv2_centre (m : ℕ) {h : ℝ} (hh : h ≠ 0) :
    (h : ℂ) ^ 2 * -(deriv (deriv (psinc m h)) 0) =
      ((π ^ 2 / 3 * (1 - 1 / (2 * m + 1) ^ 2) : ℝ) : ℂ) := by
  have hN : (2 * (m : ℂ) + 1) ≠ 0 := by exact_mod_cast Nat.succ_ne_zero (2 * m)
  -- the sum of squares over the symmetric set of plane waves
  have sq : ∀ n : ℕ, ∑ k ∈ Finset.Icc (-(n : ℤ)) n, (k : ℂ) ^ 2 =
      n * (n + 1) * (2 * n + 1) / 3 := by
    intro n
    induction n with
    | zero => simp
    | succ n ih =>
      rw [sum_shell, ih]
      push_cast
      ring
  have hs : ∑ k ∈ Finset.Icc (-(m : ℤ)) m,
      (k : ℂ) ^ 2 * exp (I * (2 * k * (π * (0 : ℤ) / (2 * m + 1)))) =
      m * (m + 1) * (2 * m + 1) / 3 := by
    rw [← sq m]
    exact Finset.sum_congr rfl fun k _ => by simp
  have g := deriv2_grid m hh 0
  rw [hs, show ((0 : ℤ) : ℝ) * h = 0 by simp] at g
  apply mul_left_cancel₀ (pow_ne_zero 2 hN)
  push_cast
  calc (2 * (m : ℂ) + 1) ^ 2 * ((h : ℂ) ^ 2 * -(deriv (deriv (psinc m h)) 0))
      = ((2 * m + 1) * h : ℂ) ^ 2 * -(deriv (deriv (psinc m h)) 0) := by ring
    _ = _ := g
    _ = _ := by
      field_simp
      ring

/-- With `N = 2m+1` grid points of spacing `h ≠ 0` and `L = Nh`, the psinc function satisfies
`-L² D''(jh) = 2π² (-1)^j cos(πj/N) / sin²(πj/N)` for every integer `j` not divisible by `N`. -/
theorem psinc_deriv2_offcentre (m : ℕ) {h : ℝ} (hh : h ≠ 0) (j : ℤ)
    (hj : ¬ (2 * (m : ℤ) + 1) ∣ j) :
    ((2 * m + 1) * h : ℂ) ^ 2 * -(deriv (deriv (psinc m h)) (j * h)) =
      ((2 * π ^ 2 * (-1) ^ j * Real.cos (π * j / (2 * m + 1)) /
        Real.sin (π * j / (2 * m + 1)) ^ 2 : ℝ) : ℂ) := by
  have hN : (2 * (m : ℂ) + 1) ≠ 0 := by exact_mod_cast Nat.succ_ne_zero (2 * m)
  have hR : (2 * (m : ℝ) + 1) ≠ 0 := by positivity
  obtain ⟨φ, hφ⟩ : ∃ φ : ℝ, φ = π * j / (2 * m + 1) := ⟨_, rfl⟩
  -- the sine vanishes only at periodic images of the centre
  have hs : Real.sin φ ≠ 0 := by
    intro h0
    obtain ⟨n, hn⟩ := Real.sin_eq_zero_iff.mp h0
    rw [hφ, eq_div_iff hR] at hn
    have hjn : (j : ℝ) = (2 * m + 1) * n :=
      mul_left_cancel₀ Real.pi_ne_zero (by linear_combination -hn)
    exact hj ⟨n, by exact_mod_cast hjn⟩
  have hsC : sin (φ : ℂ) ≠ 0 := by
    rw [← ofReal_sin]
    exact ofReal_ne_zero.mpr hs
  have hc : (π : ℂ) * j / (2 * m + 1) = (φ : ℂ) := by simp [hφ]
  have hNφ : (2 * (m : ℂ) + 1) * (φ : ℂ) = ((j * π : ℝ) : ℂ) := by
    rw [← hc, mul_div_assoc', mul_div_cancel_left₀ _ hN]
    push_cast
    ring
  have s0 : sin ((j * π : ℝ) : ℂ) = 0 := by
    rw [← ofReal_sin, Real.sin_int_mul_pi, ofReal_zero]
  have c0 : cos ((j * π : ℝ) : ℂ) = (-1) ^ j := by
    rw [← ofReal_cos, Real.cos_int_mul_pi]
    simp
  have g := deriv2_grid m hh j
  have q := sum_sq_exp m (φ : ℂ)
  rw [hc] at g
  rw [hNφ, s0, c0] at q
  obtain ⟨S, hS⟩ : ∃ S : ℂ, S = ∑ k ∈ Finset.Icc (-(m : ℤ)) m,
      (k : ℂ) ^ 2 * exp (I * (2 * k * φ)) := ⟨_, rfl⟩
  rw [← hS] at g q
  have hS' : S / (2 * m + 1) = (-1) ^ j * cos (φ : ℂ) / (2 * sin (φ : ℂ) ^ 2) := by
    rw [div_eq_div_iff hN (mul_ne_zero two_ne_zero (pow_ne_zero 2 hsC))]
    apply mul_left_cancel₀ hsC
    linear_combination q / 2
  rw [g, ← hφ]
  push_cast
  linear_combination 4 * (π : ℂ) ^ 2 * hS'

/-- In units of `1/h²`, with `h ≠ 0`, the diagonal kinetic element in a box of `N = 2m+1`
grid points is `(π²/6)(1 - 1/N²)`. -/
theorem kineticDiag_eq (m : ℕ) {h : ℝ} (hh : h ≠ 0) :
    h ^ 2 * kineticDiag m h = π ^ 2 / 6 * (1 - 1 / (2 * m + 1) ^ 2) := by
  have g := congrArg Complex.re (psinc_deriv2_centre m hh)
  rw [← ofReal_pow, re_ofReal_mul, ofReal_re, neg_re] at g
  rw [kineticDiag]
  linear_combination g / 2

/-- Among boxes with an odd number `2m+1` of grid points at fixed spacing `h ≠ 0`, one with fewer
points has a strictly lower diagonal kinetic element. -/
theorem kineticDiag_strictMono {h : ℝ} (hh : h ≠ 0) :
    StrictMono (fun m : ℕ => kineticDiag m h) := by
  intro m n hmn
  show kineticDiag m h < kineticDiag n h
  have hm : (m : ℝ) < n := by exact_mod_cast hmn
  have h2 : 0 < h ^ 2 := by positivity
  have hlt : 1 / (2 * (n : ℝ) + 1) ^ 2 < 1 / (2 * (m : ℝ) + 1) ^ 2 :=
    one_div_lt_one_div_of_lt (by positivity) (by gcongr)
  refine lt_of_mul_lt_mul_left ?_ h2.le
  rw [kineticDiag_eq m hh, kineticDiag_eq n hh]
  exact mul_lt_mul_of_pos_left (by linarith) (by positivity)

/-- As the box grows at fixed grid spacing `h ≠ 0`, the diagonal kinetic element in units of
`1/h²` tends to `π²/6`. -/
theorem kineticDiag_tendsto {h : ℝ} (hh : h ≠ 0) :
    Tendsto (fun m : ℕ => h ^ 2 * kineticDiag m h) atTop (𝓝 (π ^ 2 / 6)) := by
  have t : Tendsto (fun m : ℕ => 2 * (m : ℝ) + 1) atTop atTop :=
    tendsto_atTop_add_const_right _ _
      (tendsto_natCast_atTop_atTop.const_mul_atTop two_pos)
  have u := ((t.inv_tendsto_atTop.pow 2).const_sub 1).const_mul (π ^ 2 / 6)
  simp only [kineticDiag_eq _ hh]
  simpa using u

end

end PsincKinetic
```

```lean
#print axioms PsincKinetic.psinc_deriv2_offcentre
-- 'PsincKinetic.psinc_deriv2_offcentre' depends on axioms: [propext, Classical.choice, Quot.sound]
#print axioms PsincKinetic.kineticDiag_strictMono
-- 'PsincKinetic.kineticDiag_strictMono' depends on axioms: [propext, Classical.choice, Quot.sound]
#print axioms PsincKinetic.kineticDiag_tendsto
-- 'PsincKinetic.kineticDiag_tendsto' depends on axioms: [propext, Classical.choice, Quot.sound]
```

## What the statements say about a grid

The natural number `m` fixes the number of grid points as $2m+1$, and the real number `h` is the spacing. `psinc m h` is a complex-valued function of a real position, and `deriv (deriv (psinc m h))` is its actual second derivative, not a finite difference.

`psinc_deriv2_centre` states the diagonal formula multiplied by $h^2$, and `psinc_deriv2_offcentre` states the other one multiplied by $L^2$. Both are equalities of complex numbers with a real right-hand side, so they also say that these second derivatives are real. The hypothesis `hh : h ≠ 0` says that the grid points are distinct; a physical spacing is positive. The hypothesis `hj` excludes the periodic images of the centre, where the diagonal value applies, and leaves all of $0<j<N$.

`kineticDiag` is $-\tfrac12D''(0)$ in atomic units, with the real part taken to obtain a real number. `kineticDiag_eq` gives its value times $h^2$, `kineticDiag_strictMono` says that it increases strictly with `m` at fixed `h`, and `kineticDiag_tendsto` gives the limit $\pi^2/6$ of the scaled element. The smallest case, `m = 0`, is a single grid point with zero kinetic element.

## How the lemmas carry the derivation

`hasDerivAt_waves` differentiates a finite sum of exponentials, and `deriv2_psinc` uses it twice, with $i^2=-1$ supplying the sign. `deriv2_grid` inserts $x=jh$ and clears the factor $L^2$.

`sum_shell` splits off the pair $\pm(m+1)$. It serves both inductions: the sum of squares inside `psinc_deriv2_centre` and the closed form `sum_sq_exp`. In the latter, `p` turns the two new exponentials into a cosine, `sp` and `sm` write the angles as $\theta\pm\varphi$, and `linear_combination` checks the comparison of coefficients using $s^2+c^2=1$.

In `psinc_deriv2_offcentre`, `hs` shows that a vanishing sine would make $j$ a multiple of $N$. `s0` and `c0` evaluate the sine and cosine at $N\varphi=\pi j$, and `hS'` solves for the sum divided by $N$. `kineticDiag_eq` takes the real part of the central formula; the monotonicity and the limit then follow from the behaviour of $1/N^2$.

## Odd grids in one dimension

The theorems concern a one-dimensional grid with an odd number of points. An even grid has an unpaired wave at the edge of the spectrum, and its matrix elements depend on how a code treats that wave. For an orthorhombic box, where the psinc function is a product of three one-dimensional ones, the diagonal element is the sum of three such terms, since $D(0)=1$.

The monotonicity is at fixed spacing. Shrinking the box with a fixed number $N\ge3$ of points reduces $h$ and raises the diagonal element instead. The file treats the analytic function $D$ and says nothing about an FFT routine, its rounding errors or the total energy of a molecule; the link to matrix elements between normalised functions is stated only in the prose.
